# A spin-restricted Tamm–Dancoff exciton Hamiltonian has one singlet block and three equal triplet blocks

When the excitons of a closed-shell system are sorted into singlets and triplets, the spin label of a hole can be read in two ways. Here it is the spin of the valence orbital that the electron left, which is opposite to the spin of the hole as a particle. A spin-conserving excitation then has equal electron and hole labels, and the exchange interaction acts only between such pairs.

Let $i,j$ run over $N$ orbital electron–hole pairs, $s,s'$ over electron spins and $t,t'$ over hole labels. With $D$ the matrix of pair energies, $W$ the screened attraction and $v$ the exchange, the Hamiltonian is

$$H_{(i,s,t),(j,s',t')}=\delta_{ss'}\delta_{tt'}(D-W)_{ij}+\delta_{st}\delta_{s't'}v_{ij}.$$

For arbitrary complex $D$, $W$ and $v$, the characteristic polynomials satisfy

$$\chi_H(\lambda)=\chi_{D+2v-W}(\lambda)\,\chi_{D-W}(\lambda)^3 .$$

If $D-W$ is Hermitian and $v$ is positive semidefinite, there is also a bound: for every real singlet eigenvalue $E$ there is a triplet eigenvalue $\mu\le E$.

## Two $N\times N$ problems in place of one $4N\times4N$ problem

A spin-restricted Bethe–Salpeter code in the Tamm–Dancoff approximation relies on the identity when it diagonalises $D+2v-W$ for singlets and $D-W$ for triplets, and never builds the spinful matrix. The factor 2 comes from the spin sum, so $v_{ij}$ must be the orbital integral without a spin factor. Each root of the triplet block counts three times in the full spectrum.

For at least one pair, the bound puts the lowest triplet no higher than the lowest singlet within this finite model, provided that both blocks use the same $D$ and $W$.

## The exchange sees only the spin trace

Take a product state $X_j\,S_{s't'}$, with orbital amplitude $X$ and a $2\times2$ spin matrix $S$. Summing over $j,s',t'$ gives

$$(H\,XS)_{ist}=[(D-W)X]_i\,S_{st}+(vX)_i\,\delta_{st}\operatorname{tr}S .$$

For $S=1$ the trace is 2, and the orbital operator is $D+2v-W$. For traceless $S$ the exchange term vanishes and $D-W$ remains.

The identity, the two single-entry spin flips and $\mathrm{diag}(1,-1)$ form a basis of the spin matrices. Let $P$ have these four as columns. They are orthogonal with squared norms $2,1,1,2$, so $P^{-1}=\mathrm{diag}(\tfrac12,1,1,\tfrac12)P^T$. The spin factor of the exchange, $J_{(s,t),(s',t')}=\delta_{st}\delta_{s't'}$, sends $S$ to $(\operatorname{tr}S)\,1$. Hence $J=P\Lambda P^{-1}$ with $\Lambda=\mathrm{diag}(2,0,0,0)$, and

$$H=(D-W)\otimes1+v\otimes J=(1\otimes P)\,\big[(D-W)\otimes1+v\otimes\Lambda\big]\,(1\otimes P^{-1}).$$

The bracket is block diagonal, with one block $D-W+2v$ and three blocks $D-W$. Similar matrices have the same characteristic polynomial, and the determinant of a block-diagonal matrix is the product over its blocks. This gives the identity.

For the bound, let $(D+2v-W)X=EX$ with $X\ne0$, and set $K=D-W-E$. Then $KX=-2vX$, so

$$X^\dagger KX=-2X^\dagger vX\le0 .$$

If all eigenvalues of the Hermitian matrix $K$ were positive, the left side would be positive. So $K$ has an eigenvalue $\kappa\le0$ with an eigenvector $Y$, and $(D-W)Y=(E+\kappa)Y$. Take $\mu=E+\kappa$.

**A negative exchange reverses the order.** For one pair with $D-W=1$ and $v=-\tfrac14$, the singlet lies at $\tfrac12$ and the only triplet level at $1$. Hermiticity of $v$ alone is therefore not enough for the bound.

## Spin channels in Lean

The finite type `n` indexes the orbital pairs, and the two factors `Fin 2` are the electron spin and the hole label, in that order. `excitonH` is the entrywise definition of $H$, and `pairState X χ` is the product state, so the code's `χ` is the spin matrix $S$ above. The identity and the diagonal traceless matrix are not normalised: the normalised singlet has spin matrix $1/\sqrt2$, and the diagonal triplet has $\mathrm{diag}(1,-1)/\sqrt2$.

`charpoly_excitonH` states the identity with no condition on the three matrices. `exists_triplet_le_singlet` takes the two conditions as `hA` and `hv`, and a nonzero singlet eigenvector `X` with real eigenvalue `E`. It returns `μ` together with a nonzero triplet eigenvector.

`excitonH_mulVec_pairState` proves the action on product states by comparing the terms for each orbital pair and checking the four spin entries with `fin_cases`. `singlet_action` and `triplet_action` are its two special cases.

The polynomial identity takes the change of basis instead. `fromChannel` is $P$ and `toChannel` is $P^{-1}$. `fromChannel_mul_toChannel` and `exchangeSpin_diagonal` check $PP^{-1}=1$ and $P\Lambda P^{-1}=J$ entry by entry, and `charpoly_channels` supplies the product over blocks. In the main proof, `hH` separates the orbital and spin factors, `hB` identifies the block-diagonal matrix, and `hT` is the similarity. `Matrix.charpoly_mul_comm` then moves $1\otimes P$ to the right end, where it cancels its inverse.

In the proof of the bound, `hKX` is $KX=-2vX$, `hnot` is the contradiction with positive eigenvalues, and Mathlib's eigenvector basis provides $Y$.

```lean
import Mathlib

open Matrix
open scoped Kronecker ComplexOrder

namespace ExcitonSpinBlocks

noncomputable section

variable {n : Type*} [Fintype n] [DecidableEq n]

/-- The Kronecker delta of two spin labels. -/
def delta (s t : Fin 2) : ℂ := if s = t then 1 else 0

/-- The exciton Hamiltonian on pair, electron spin and hole label, which is the spin of the valence
orbital that the electron left: `D - W` conserves both labels, while the exchange `v` connects pairs
whose electron and hole spin labels agree. -/
def excitonH (D W v : Matrix n n ℂ) :
    Matrix (n × Fin 2 × Fin 2) (n × Fin 2 × Fin 2) ℂ :=
  Matrix.of fun p q =>
    delta p.2.1 q.2.1 * delta p.2.2 q.2.2 * (D - W) p.1 q.1
      + delta p.2.1 p.2.2 * delta q.2.1 q.2.2 * v p.1 q.1

/-- The product of an orbital pair amplitude `X` and a spin matrix `χ`, whose row is the electron
spin and whose column is the hole label, the spin of the valence orbital that the electron left. -/
def pairState (X : n → ℂ) (χ : Matrix (Fin 2) (Fin 2) ℂ) : n × Fin 2 × Fin 2 → ℂ :=
  fun p => X p.1 * χ p.2.1 p.2.2

/-- The spin factor of the exchange interaction. -/
def exchangeSpin : Matrix (Fin 2 × Fin 2) (Fin 2 × Fin 2) ℂ :=
  Matrix.of fun p q => delta p.1 p.2 * delta q.1 q.2

/-- Four spin matrices labelled by channel: the identity, two spin flips, and the diagonal
traceless matrix. -/
def spinChannel (c : Fin 2 × Fin 2) : Matrix (Fin 2) (Fin 2) ℂ :=
  (!![!![1, 0; 0, 1], !![0, 1; 0, 0]; !![0, 0; 1, 0], !![1, 0; 0, -1]] :
    Matrix (Fin 2) (Fin 2) (Matrix (Fin 2) (Fin 2) ℂ)) c.1 c.2

/-- The change of basis from spin channels to electron spins and hole labels. -/
def fromChannel : Matrix (Fin 2 × Fin 2) (Fin 2 × Fin 2) ℂ :=
  Matrix.of fun p c => spinChannel c p.1 p.2

/-- The change of basis from electron spins and hole labels to spin channels. -/
def toChannel : Matrix (Fin 2 × Fin 2) (Fin 2 × Fin 2) ℂ :=
  Matrix.of fun c p => (!![1 / 2, 1; 1, 1 / 2] : Matrix (Fin 2) (Fin 2) ℂ) c.1 c.2
    * spinChannel c p.1 p.2

/-- The weight of the exchange in each spin channel: two in the first, zero in the others. -/
def exchangeWeight (c : Fin 2 × Fin 2) : ℂ :=
  (!![2, 0; 0, 0] : Matrix (Fin 2) (Fin 2) ℂ) c.1 c.2

omit [DecidableEq n] in
/-- On a product state, `D - W` acts on the orbital amplitude and keeps the spin matrix, while the
exchange replaces the spin matrix by its trace times the identity. -/
theorem excitonH_mulVec_pairState (D W v : Matrix n n ℂ) (X : n → ℂ)
    (χ : Matrix (Fin 2) (Fin 2) ℂ) :
    excitonH D W v *ᵥ pairState X χ
      = pairState ((D - W) *ᵥ X) χ + pairState (v *ᵥ X) (χ.trace • 1) := by
  ext ⟨i, s, t⟩
  simp only [Matrix.mulVec, dotProduct, pairState, Pi.add_apply, Fintype.sum_prod_type,
    Finset.sum_mul]
  rw [← Finset.sum_add_distrib]
  -- compare the contributions of each orbital pair
  refine Finset.sum_congr rfl fun j _ => ?_
  fin_cases s <;> fin_cases t <;>
    simp [excitonH, delta, Fin.sum_univ_two, Matrix.trace_fin_two] <;> ring

omit [DecidableEq n] in
/-- On states with the identity as spin matrix, the Hamiltonian acts as the singlet operator
`D + 2v - W` on the orbital amplitude. -/
theorem singlet_action (D W v : Matrix n n ℂ) (X : n → ℂ) :
    excitonH D W v *ᵥ pairState X 1 = pairState ((D + (2 : ℂ) • v - W) *ᵥ X) 1 := by
  rw [excitonH_mulVec_pairState]
  ext p
  simp only [pairState, Pi.add_apply, Pi.sub_apply, Pi.smul_apply, Matrix.sub_mulVec,
    Matrix.add_mulVec, Matrix.smul_mulVec, Matrix.trace_fin_two, Matrix.smul_apply,
    Matrix.one_apply_eq, smul_eq_mul]
  ring

omit [DecidableEq n] in
/-- On states with a traceless spin matrix, the Hamiltonian acts as the triplet operator `D - W`
on the orbital amplitude. -/
theorem triplet_action (D W v : Matrix n n ℂ) (X : n → ℂ)
    (χ : Matrix (Fin 2) (Fin 2) ℂ) (hχ : χ.trace = 0) :
    excitonH D W v *ᵥ pairState X χ = pairState ((D - W) *ᵥ X) χ := by
  rw [excitonH_mulVec_pairState, hχ]
  ext p
  simp [pairState]

/-- The two changes of spin basis are inverse to each other. -/
theorem fromChannel_mul_toChannel : fromChannel * toChannel = 1 := by
  ext ⟨a, b⟩ ⟨c, d⟩
  fin_cases a <;> fin_cases b <;> fin_cases c <;> fin_cases d <;>
    norm_num [fromChannel, toChannel, spinChannel, Matrix.mul_apply, Fintype.sum_prod_type,
      Fin.sum_univ_two, Matrix.one_apply]

/-- The spin factor of the exchange is diagonal in the spin channels, with the exchange weights
on the diagonal. -/
theorem exchangeSpin_diagonal :
    fromChannel * Matrix.diagonal exchangeWeight * toChannel = exchangeSpin := by
  ext ⟨a, b⟩ ⟨c, d⟩
  rw [Matrix.mul_apply]
  simp only [Matrix.mul_diagonal, Fintype.sum_prod_type, Fin.sum_univ_two]
  fin_cases a <;> fin_cases b <;> fin_cases c <;> fin_cases d <;>
    norm_num [fromChannel, toChannel, spinChannel, exchangeWeight, exchangeSpin, delta]

/-- The characteristic polynomial of uncoupled channels is the product of those of the
channels. -/
theorem charpoly_channels (M : Fin 2 × Fin 2 → Matrix n n ℂ) :
    (Matrix.blockDiagonal M).charpoly = ∏ c, (M c).charpoly := by
  have h : (Matrix.blockDiagonal M).charmatrix
      = Matrix.blockDiagonal fun c => (M c).charmatrix := by
    ext1 ⟨i, a⟩ ⟨j, b⟩
    by_cases hab : a = b
    · subst hab
      simp [Matrix.charmatrix_apply, Matrix.blockDiagonal_apply, Matrix.diagonal_apply]
    · simp [Matrix.blockDiagonal_apply, hab]
  rw [Matrix.charpoly, h, Matrix.det_blockDiagonal]
  rfl

/-- The characteristic polynomial of the exciton Hamiltonian is that of the singlet block
`D + 2v - W` times the cube of that of the triplet block `D - W`. -/
theorem charpoly_excitonH (D W v : Matrix n n ℂ) :
    (excitonH D W v).charpoly
      = (D + (2 : ℂ) • v - W).charpoly * (D - W).charpoly ^ 3 := by
  -- separate orbital and spin factors
  have hH : excitonH D W v = (D - W) ⊗ₖ 1 + v ⊗ₖ exchangeSpin := by
    ext ⟨i, s, t⟩ ⟨j, s', t'⟩
    have h1 : (1 : Matrix (Fin 2 × Fin 2) (Fin 2 × Fin 2) ℂ) (s, t) (s', t')
        = delta s s' * delta t t' := by
      by_cases hs : s = s' <;> by_cases ht : t = t' <;> simp [Matrix.one_apply, delta, hs, ht]
    simp only [excitonH, exchangeSpin, Matrix.of_apply, Matrix.add_apply,
      Matrix.kroneckerMap_apply, h1]
    ring
  have hB : Matrix.blockDiagonal (fun c => D - W + exchangeWeight c • v)
      = (D - W) ⊗ₖ 1 + v ⊗ₖ Matrix.diagonal exchangeWeight := by
    ext ⟨i, a⟩ ⟨j, b⟩
    by_cases hab : a = b
    · subst hab
      simp [Matrix.blockDiagonal_apply, Matrix.kroneckerMap_apply, mul_comm]
    · simp [Matrix.blockDiagonal_apply, Matrix.kroneckerMap_apply, hab]
  -- pass to the spin channels
  have hT : excitonH D W v = ((1 : Matrix n n ℂ) ⊗ₖ fromChannel)
      * (Matrix.blockDiagonal (fun c => D - W + exchangeWeight c • v)
        * ((1 : Matrix n n ℂ) ⊗ₖ toChannel)) := by
    rw [hH, hB, ← mul_assoc, mul_add, add_mul]
    simp only [← Matrix.mul_kronecker_mul, one_mul, mul_one, fromChannel_mul_toChannel,
      exchangeSpin_diagonal]
  have hinv : toChannel * fromChannel = 1 := mul_eq_one_comm.mp fromChannel_mul_toChannel
  have hs : D - W + (2 : ℂ) • v = D + (2 : ℂ) • v - W := by abel
  rw [hT, Matrix.charpoly_mul_comm, mul_assoc, ← Matrix.mul_kronecker_mul, hinv, one_mul,
    Matrix.one_kronecker_one, mul_one, charpoly_channels]
  simp only [Fintype.prod_prod_type, Fin.prod_univ_two]
  simp [exchangeWeight, hs]
  ring

/-- If `D - W` is Hermitian and the exchange `v` is positive semidefinite, then for every real
singlet eigenvalue `E` there is a triplet eigenvalue `μ` that does not exceed it. -/
theorem exists_triplet_le_singlet (D W v : Matrix n n ℂ) (hA : (D - W).IsHermitian)
    (hv : v.PosSemidef) (E : ℝ) (X : n → ℂ) (hX0 : X ≠ 0)
    (hX : (D + (2 : ℂ) • v - W) *ᵥ X = (E : ℂ) • X) :
    ∃ μ : ℝ, μ ≤ E ∧ ∃ Y : n → ℂ, Y ≠ 0 ∧ (D - W) *ᵥ Y = (μ : ℂ) • Y := by
  have hK : ((D - W) - (E : ℂ) • (1 : Matrix n n ℂ)).IsHermitian :=
    hA.sub (by simp [Matrix.IsHermitian, Matrix.conjTranspose_smul])
  have hKX : ((D - W) - (E : ℂ) • (1 : Matrix n n ℂ)) *ᵥ X = -((2 : ℂ) • (v *ᵥ X)) := by
    simp only [Matrix.sub_mulVec, Matrix.add_mulVec, Matrix.smul_mulVec,
      Matrix.one_mulVec] at hX ⊢
    linear_combination (norm := module) hX
  -- the singlet amplitude shows that `D - W - E` is not positive definite
  have hnot : ¬ ∀ j, 0 < hK.eigenvalues j := by
    intro hall
    have hpos := (hK.posDef_iff_eigenvalues_pos.mpr hall).dotProduct_mulVec_pos hX0
    rw [hKX, dotProduct_neg, dotProduct_smul, smul_eq_mul] at hpos
    have h1 := (Complex.lt_def.mp hpos).1
    have h2 := (Complex.le_def.mp (hv.dotProduct_mulVec_nonneg X)).1
    simp only [Complex.zero_re, Complex.neg_re, Complex.mul_re, Complex.re_ofNat,
      Complex.im_ofNat, zero_mul, sub_zero] at h1 h2
    linarith
  push Not at hnot
  obtain ⟨j, hj⟩ := hnot
  -- a non-positive eigenvalue of `D - W - E` gives the triplet state
  refine ⟨E + hK.eigenvalues j, by linarith, (hK.eigenvectorBasis j).ofLp, ?_, ?_⟩
  · intro h0
    apply hK.eigenvectorBasis.orthonormal.ne_zero j
    ext i
    exact congrFun h0 i
  · have h := hK.mulVec_eigenvectorBasis j
    rw [Matrix.sub_mulVec, Matrix.smul_mulVec, Matrix.one_mulVec] at h
    ext i
    have hi := congrFun h i
    simp only [Pi.sub_apply, Pi.smul_apply, smul_eq_mul, Complex.real_smul,
      Complex.ofReal_add] at hi ⊢
    linear_combination hi

end

end ExcitonSpinBlocks
```

```lean
#print axioms ExcitonSpinBlocks.singlet_action
#print axioms ExcitonSpinBlocks.triplet_action
#print axioms ExcitonSpinBlocks.charpoly_excitonH
#print axioms ExcitonSpinBlocks.exists_triplet_le_singlet
```

```
'ExcitonSpinBlocks.singlet_action' depends on axioms: [propext, Classical.choice, Quot.sound]
'ExcitonSpinBlocks.triplet_action' depends on axioms: [propext, Classical.choice, Quot.sound]
'ExcitonSpinBlocks.charpoly_excitonH' depends on axioms: [propext, Classical.choice, Quot.sound]
'ExcitonSpinBlocks.exists_triplet_le_singlet' depends on axioms: [propext, Classical.choice, Quot.sound]
```

## From the matrix to a material

The identity fixes all eigenvalues with their algebraic multiplicities, including those of non-Hermitian blocks. It does not say that such blocks can be diagonalised. The bound gives, for each singlet, some triplet at or below it; it does not pair the levels one to one and gives no size for the gap.

The step left to the user is that the material is described by this matrix. Its spin form rests on a closed-shell reference with the same spatial orbitals and orbital energies for both spins, and on the absence of spin–orbit coupling. A static $W$ keeps the matrix independent of the excitation energy, and the Tamm–Dancoff approximation drops the coupling between excitations and de-excitations. The names singlet and triplet are likewise a physical reading, since no total-spin operator is defined.

The two conditions of the bound also stand for physics. A diagonal $D$ with real pair energies and a Hermitian screened attraction $W$ make $D-W$ Hermitian. Positive semidefinite $v$ expresses that the Coulomb self-energy of a transition density is never negative. Whether the matrices in a given code, with their truncations and rounding, meet these conditions has to be checked there.
